# Sturm comparison: between consecutive nodes of a real one-dimensional wavefunction, a real solution at higher energy in the same potential has a node

Q: A particle sits in a one-dimensional box with hard walls and some smooth potential V inside. I take two real stationary states with energies E₁ < E₂. The upper one should oscillate faster, so I expect it to vanish somewhere between any two neighbouring zeros of the lower one. But V varies, and the wavelength is only a local notion. Is there a precise statement, and does its Lean version still describe my box?

A: There is. In units with ħ²/2m = 1, both states obey an equation of the form

ψ″ = −q ψ, with q(x) = E − V(x).

Raising the energy raises q everywhere. Sturm's comparison compares two such equations, u″ = −p u and v″ = −q v, with p < q between two consecutive zeros a < b of u. It says that v vanishes somewhere strictly between a and b. Here p and q are coefficient functions, not momentum and charge.

```lean
import Mathlib

open Set Filter Topology

namespace SturmComparison
```

The equation is encoded as follows.

```lean
/-- The real function `ψ`, with derivative `ψ'`, solves `ψ'' = -q ψ` on the closed
interval `[a, b]`. -/
structure SolvesOn (q ψ ψ' : ℝ → ℝ) (a b : ℝ) : Prop where
  first : ∀ x ∈ Icc a b, HasDerivAt ψ (ψ' x) x
  second : ∀ x ∈ Icc a b, HasDerivAt ψ' (-(q x * ψ x)) x
```

Q: Why is ψ' a separate argument? It could be any function.

A: The field `first` ties it down: at each point of the closed interval `Icc a b`, ψ has derivative ψ'(x). The field `second` says that ψ' in turn has derivative −q(x)ψ(x). Together they are the Schrödinger equation. Neither p nor q is assumed continuous.

Q: `HasDerivAt` is a two-sided derivative. My wavefunction is zero beyond the wall and has a kink there.

A: Then use the solution inside the box and continue it past the wall by its second-order Taylor polynomial. If the equation holds up to the wall with one-sided derivatives, the continued function meets the definition, and nothing inside changes.

Q: And a potential with a step?

A: Not covered in general. At a jump of V where ψ is nonzero, ψ″ doesn't exist, so `SolvesOn` fails on an interval containing that point. For a constant mass, one would need a version that joins pieces with ψ and ψ' continuous at the step. In a layered semiconductor the effective mass usually changes between layers too, and then ψ' itself generally jumps, so that version wouldn't be enough.

Q: Fine. How do you compare two oscillations without solving either equation?

A: With the Wronskian

W = u v′ − u′ v.

```lean
/-- The Wronskian `u v' - u' v` of two functions with given derivatives `u'` and `v'`. -/
def wronskian (u u' v v' : ℝ → ℝ) (x : ℝ) : ℝ := u x * v' x - u' x * v x
```

Differentiate it; the products u′v′ cancel:

W′ = u′v′ + u v″ − u″v − u′v′ = −q u v + p u v = (p − q) u v.

The Lean proof applies the product rule twice and leaves the algebra to `ring`.

```lean
variable {p q u u' v v' : ℝ → ℝ} {a b : ℝ}

/-- If `u'' = -p u` and `v'' = -q v` on `[a, b]`, the Wronskian changes there at the rate
`(p - q) u v`. -/
theorem hasDerivAt_wronskian (hu : SolvesOn p u u' a b) (hv : SolvesOn q v v' a b)
    {x : ℝ} (hx : x ∈ Icc a b) :
    HasDerivAt (wronskian u u' v v') ((p x - q x) * (u x * v x)) x := by
  have h := ((hu.first x hx).fun_mul (hv.second x hx)).fun_sub
    ((hu.second x hx).fun_mul (hv.first x hx))
  exact h.congr_deriv (by ring)
```

Q: So the sign of W′ depends on the signs of u and v.

A: Yes, and each sign is fixed if the function has no zero in the open interval `Ioo a b`. A continuous function that took both signs there would vanish in between, by the intermediate value theorem.

```lean
/-- A continuous function without nodes in `(a, b)` has one sign there. -/
theorem pos_or_neg_of_no_node {f : ℝ → ℝ} (hf : ContinuousOn f (Ioo a b))
    (h0 : ∀ x ∈ Ioo a b, f x ≠ 0) :
    (∀ x ∈ Ioo a b, 0 < f x) ∨ (∀ x ∈ Ioo a b, f x < 0) := by
  by_contra! h
  obtain ⟨⟨x, hx, hfx⟩, ⟨y, hy, hfy⟩⟩ := h
  obtain ⟨z, hz, hfz⟩ := isPreconnected_Ioo.intermediate_value hx hy hf ⟨hfx, hfy⟩
  exact h0 z hz hfz
```

Q: You also need W at the ends, where u = 0 but u′ is unknown.

A: Only its sign matters. Suppose u > 0 inside. Since u(a) = u(b) = 0, the difference quotients are

u(x)/(x − a) ≥ 0 as x → a from the right,

u(x)/(x − b) ≤ 0 as x → b from the left.

In the limit, u′(a) ≥ 0 and u′(b) ≤ 0. The lemma passes to these limits with `ge_of_tendsto` and `le_of_tendsto`.

```lean
/-- A function that vanishes at `a < b`, is positive between them and is differentiable at
both has slope at least zero at `a` and at most zero at `b`. -/
theorem slopes_at_nodes {f : ℝ → ℝ} {c d : ℝ} (hab : a < b)
    (hc : HasDerivAt f c a) (hd : HasDerivAt f d b) (fa : f a = 0) (fb : f b = 0)
    (pos : ∀ x ∈ Ioo a b, 0 < f x) : 0 ≤ c ∧ d ≤ 0 := by
  have na : a ∉ Ioi a := by simp
  have nb : b ∉ Iio b := by simp
  constructor
  · refine ge_of_tendsto
      ((hasDerivWithinAt_iff_tendsto_slope' na).1 hc.hasDerivWithinAt) ?_
    filter_upwards [Ioo_mem_nhdsGT hab] with x hx
    rw [slope_def_field, fa, sub_zero]
    exact div_nonneg (pos x hx).le (sub_nonneg.2 hx.1.le)
  · refine le_of_tendsto
      ((hasDerivWithinAt_iff_tendsto_slope' nb).1 hd.hasDerivWithinAt) ?_
    filter_upwards [Ioo_mem_nhdsLT hab] with x hx
    rw [slope_def_field, fb, sub_zero]
    exact div_nonpos_of_nonneg_of_nonpos (pos x hx).le (sub_nonpos.2 hx.2.le)
```

Q: Now put it together.

A: Suppose that v is positive inside too, and allow p ≤ q. By continuity v(a) ≥ 0 and v(b) ≥ 0, so

W(a) = −u′(a) v(a) ≤ 0,

W(b) = −u′(b) v(b) ≥ 0.

But W′ = (p − q) u v ≤ 0 inside, so W cannot increase. For every x in [a, b],

0 ≥ W(a) ≥ W(x) ≥ W(b) ≥ 0.

Hence W = 0 throughout. Its derivative (p − q) u v is then zero inside, and since u v > 0, p = q there. Two positive solutions can coexist in this way only if the equations agree inside.

In the code, `va` and `vb` are the continuity steps, `anti` is the monotonicity, `Wa` and `Wb` are the end-point signs, and `W0` is the chain of inequalities. The last lines equate the two values of the derivative of W. No integral of p or q is taken.

```lean
/-- Let `u'' = -p u` and `v'' = -q v` on `[a, b]`, `a < b`, with `p ≤ q` inside and `u`
vanishing at both ends. If `u` and `v` are positive inside, then `p = q` inside and the
Wronskian vanishes on `[a, b]`. -/
theorem rigidity_of_pos (hab : a < b) (hu : SolvesOn p u u' a b)
    (hv : SolvesOn q v v' a b) (hpq : ∀ x ∈ Ioo a b, p x ≤ q x)
    (ua : u a = 0) (ub : u b = 0)
    (upos : ∀ x ∈ Ioo a b, 0 < u x) (vpos : ∀ x ∈ Ioo a b, 0 < v x) :
    (∀ x ∈ Ioo a b, p x = q x) ∧ ∀ x ∈ Icc a b, wronskian u u' v v' x = 0 := by
  have ma : a ∈ Icc a b := left_mem_Icc.2 hab.le
  have mb : b ∈ Icc a b := right_mem_Icc.2 hab.le
  have hs := slopes_at_nodes hab (hu.first a ma) (hu.first b mb) ua ub upos
  -- by continuity `v` is nonnegative at the end points
  have va : 0 ≤ v a := by
    have h : Tendsto v (𝓝[>] a) (𝓝 (v a)) :=
      (hv.first a ma).continuousAt.tendsto.mono_left nhdsWithin_le_nhds
    refine ge_of_tendsto h ?_
    filter_upwards [Ioo_mem_nhdsGT hab] with x hx using (vpos x hx).le
  have vb : 0 ≤ v b := by
    have h : Tendsto v (𝓝[<] b) (𝓝 (v b)) :=
      (hv.first b mb).continuousAt.tendsto.mono_left nhdsWithin_le_nhds
    refine ge_of_tendsto h ?_
    filter_upwards [Ioo_mem_nhdsLT hab] with x hx using (vpos x hx).le
  -- the Wronskian cannot increase, yet it starts at or below zero and ends at or above it
  have anti : AntitoneOn (wronskian u u' v v') (Icc a b) := by
    refine antitoneOn_of_deriv_nonpos (convex_Icc a b)
      (fun x hx => (hasDerivAt_wronskian hu hv hx).continuousAt.continuousWithinAt)
      (fun x hx => (hasDerivAt_wronskian hu hv
        (interior_subset hx)).differentiableAt.differentiableWithinAt) ?_
    intro x hx
    rw [(hasDerivAt_wronskian hu hv (interior_subset hx)).deriv]
    rw [interior_Icc] at hx
    exact mul_nonpos_of_nonpos_of_nonneg (sub_nonpos.2 (hpq x hx))
      (mul_pos (upos x hx) (vpos x hx)).le
  have Wa : wronskian u u' v v' a ≤ 0 := by
    unfold wronskian
    rw [ua]
    linarith [mul_nonneg hs.1 va]
  have Wb : 0 ≤ wronskian u u' v v' b := by
    unfold wronskian
    rw [ub]
    linarith [mul_nonneg (neg_nonneg.2 hs.2) vb]
  have W0 : ∀ x ∈ Icc a b, wronskian u u' v v' x = 0 := fun x hx =>
    le_antisymm ((anti ma hx hx.1).trans Wa) (Wb.trans (anti hx mb hx.2))
  refine ⟨fun x hx => ?_, W0⟩
  -- a vanishing Wronskian has zero derivative
  have hev : wronskian u u' v v' =ᶠ[𝓝 x] fun _ => (0 : ℝ) := by
    filter_upwards [Ioo_mem_nhds hx.1 hx.2] with y hy using W0 y (Ioo_subset_Icc_self hy)
  have h0 := (hasDerivAt_wronskian hu hv (Ioo_subset_Icc_self hx)).unique
    ((hasDerivAt_const x (0 : ℝ)).congr_of_eventuallyEq hev)
  rcases mul_eq_zero.1 h0 with h | h
  · exact sub_eq_zero.1 h
  · exact absurd h (mul_pos (upos x hx) (vpos x hx)).ne'
```

Q: Wavefunctions have arbitrary sign.

A: Replacing u by −u or v by −v preserves the equations and at most flips the sign of W, so the conclusions p = q and W = 0 survive. The two `rcases` lines produce the four sign combinations, `neg` supplies the flipped solutions, and `linear_combination` restores the original Wronskian.

```lean
/-- Let `u'' = -p u` and `v'' = -q v` on `[a, b]`, `a < b`, with `p ≤ q` inside and `u`
vanishing at both ends. If neither `u` nor `v` has a node inside, then `p = q` inside and
the Wronskian vanishes on `[a, b]`. -/
theorem rigidity (hab : a < b) (hu : SolvesOn p u u' a b)
    (hv : SolvesOn q v v' a b) (hpq : ∀ x ∈ Ioo a b, p x ≤ q x)
    (ua : u a = 0) (ub : u b = 0)
    (u0 : ∀ x ∈ Ioo a b, u x ≠ 0) (v0 : ∀ x ∈ Ioo a b, v x ≠ 0) :
    (∀ x ∈ Ioo a b, p x = q x) ∧ ∀ x ∈ Icc a b, wronskian u u' v v' x = 0 := by
  have neg : ∀ {r f f' : ℝ → ℝ}, SolvesOn r f f' a b →
      SolvesOn r (fun x => -f x) (fun x => -f' x) a b := fun h =>
    ⟨fun x hx => (h.first x hx).fun_neg,
      fun x hx => (h.second x hx).fun_neg.congr_deriv (by simp)⟩
  have cont : ∀ {r f f' : ℝ → ℝ}, SolvesOn r f f' a b → ContinuousOn f (Ioo a b) :=
    fun h x hx => (h.first x (Ioo_subset_Icc_self hx)).continuousAt.continuousWithinAt
  have ua' : -u a = 0 := by rw [ua, neg_zero]
  have ub' : -u b = 0 := by rw [ub, neg_zero]
  -- flip signs until both functions are positive
  rcases pos_or_neg_of_no_node (cont hu) u0 with su | su <;>
    rcases pos_or_neg_of_no_node (cont hv) v0 with sv | sv
  · exact rigidity_of_pos hab hu hv hpq ua ub su sv
  · obtain ⟨h1, h2⟩ := rigidity_of_pos hab hu (neg hv) hpq ua ub su
      (fun x hx => neg_pos.2 (sv x hx))
    refine ⟨h1, fun x hx => ?_⟩
    have h := h2 x hx
    simp only [wronskian] at h ⊢
    linear_combination -h
  · obtain ⟨h1, h2⟩ := rigidity_of_pos hab (neg hu) hv hpq ua' ub'
      (fun x hx => neg_pos.2 (su x hx)) sv
    refine ⟨h1, fun x hx => ?_⟩
    have h := h2 x hx
    simp only [wronskian] at h ⊢
    linear_combination -h
  · obtain ⟨h1, h2⟩ := rigidity_of_pos hab (neg hu) (neg hv) hpq ua' ub'
      (fun x hx => neg_pos.2 (su x hx)) (fun x hx => neg_pos.2 (sv x hx))
    refine ⟨h1, fun x hx => ?_⟩
    have h := h2 x hx
    simp only [wronskian] at h ⊢
    linear_combination h
```

Q: And the comparison itself?

A: Assume that v has no zero inside. The previous result gives p = q there, but p < q at every interior point, and there is one because a < b. That is the contradiction.

```lean
/-- **Sturm comparison.** Let `u'' = -p u` and `v'' = -q v` on `[a, b]`, with `p < q` inside.
If `a < b` are consecutive nodes of `u`, then `v` has a node strictly between them. -/
theorem sturm_comparison (hab : a < b) (hu : SolvesOn p u u' a b)
    (hv : SolvesOn q v v' a b) (hpq : ∀ x ∈ Ioo a b, p x < q x)
    (ua : u a = 0) (ub : u b = 0) (u0 : ∀ x ∈ Ioo a b, u x ≠ 0) :
    ∃ x ∈ Ioo a b, v x = 0 := by
  by_contra! v0
  obtain ⟨m, hm⟩ := nonempty_Ioo.2 hab
  exact (hpq m hm).ne
    ((rigidity hab hu hv (fun x hx => (hpq x hx).le) ua ub u0 v0).1 m hm)
```

Read the hypotheses as physics: `hu` and `hv` are the two wave equations, `hpq` is the strict inequality inside, and `ua`, `ub` and `u0` say that a and b are consecutive nodes of u. No boundary condition is imposed on v, and neither function has to be normalised.

Q: Does "node" mean a change of sign?

A: It means a zero. The theorem gives at least one, and v ≡ 0 satisfies it trivially. Both functions must be real: the complex wave exp(ikx) has no zero at all. The kinetic term also has a constant coefficient, so a position-dependent mass, which Sturm–Liouville theory allows, doesn't fit this form.

Q: What if both states have the same energy?

A: Then p = q and W′ = 0, so the strict inequality is lost. The other half of the rigidity result takes over: if v had no interior zero, W would vanish on [a, b]. It is therefore enough to assume W(c) ≠ 0 at one point c, which makes u and v linearly independent. Some such assumption is needed, since v = u has no zero between consecutive zeros of u. Two states of your box at the same energy don't meet it: both vanish at a wall, so W = 0 and they are proportional. The result is about general solutions of the equation, which needn't vanish at the walls.

```lean
/-- **Sturm separation.** Let `u` and `v` solve the same equation `ψ'' = -q ψ` on `[a, b]`,
with Wronskian nonzero at some point there. If `a < b` are consecutive nodes of `u`, then
`v` has a node strictly between them. -/
theorem sturm_separation (hab : a < b) (hu : SolvesOn q u u' a b)
    (hv : SolvesOn q v v' a b) {c : ℝ} (hc : c ∈ Icc a b)
    (hW : wronskian u u' v v' c ≠ 0)
    (ua : u a = 0) (ub : u b = 0) (u0 : ∀ x ∈ Ioo a b, u x ≠ 0) :
    ∃ x ∈ Ioo a b, v x = 0 := by
  by_contra! v0
  exact hW ((rigidity hab hu hv (fun _ _ => le_rfl) ua ub u0 v0).2 c hc)
```

Q: Back to my box, then.

A: Set p = E₁ − V and q = E₂ − V. The potential cancels in the comparison, and p < q is just E₁ < E₂.

```lean
/-- Let `u` and `v` solve `-ψ'' + V ψ = E ψ` on `[a, b]` at energies `E₁ < E₂`. If `a < b` are
consecutive nodes of `u`, then `v` has a node strictly between them. -/
theorem node_between_nodes {V : ℝ → ℝ} {E₁ E₂ : ℝ} (hE : E₁ < E₂) (hab : a < b)
    (hu : SolvesOn (fun x => E₁ - V x) u u' a b)
    (hv : SolvesOn (fun x => E₂ - V x) v v' a b)
    (ua : u a = 0) (ub : u b = 0) (u0 : ∀ x ∈ Ioo a b, u x ≠ 0) :
    ∃ x ∈ Ioo a b, v x = 0 :=
  sturm_comparison hab hu hv (fun x _ => sub_lt_sub_right hE (V x)) ua ub u0
```

If the lower state has n nodes between the walls, the walls and nodes bound n + 1 gaps. Applying the theorem in each gap gives the upper state at least n + 1 interior nodes; that count is a short deduction of ours, not a separate theorem. Shooting solvers for one particle in one dimension often count nodes to place a trial energy, and this result is a gap-by-gap comparison of the kind that such counting relies on, for finite intervals and potentials without steps.

Q: Can I locate a node of v without knowing another eigenstate?

A: Yes, by comparing with a standing wave. For real constants k and c,

(sin(k(x − c)))″ = −k² sin(k(x − c)).

```lean
/-- The standing wave `sin (k (x - c))` solves `ψ'' = -k² ψ` on every interval. -/
theorem solvesOn_sin (k c a b : ℝ) :
    SolvesOn (fun _ => k ^ 2) (fun x => Real.sin (k * (x - c)))
      (fun x => k * Real.cos (k * (x - c))) a b := by
  have h : ∀ x : ℝ, HasDerivAt (fun y : ℝ => k * (y - c)) k x := fun x => by
    simpa using ((hasDerivAt_id' x).sub_const c).const_mul k
  refine ⟨fun x _ => (h x).sin.congr_deriv ?_,
    fun x _ => ((h x).cos.const_mul k).congr_deriv ?_⟩
  · show Real.cos (k * (x - c)) * k = k * Real.cos (k * (x - c))
    ring
  · show k * (-Real.sin (k * (x - c)) * k) = -(k ^ 2 * Real.sin (k * (x - c)))
    ring
```

Take k > 0 and c = a. This sine vanishes at a and at a + π/k, and is positive between them, because there 0 < k(x − a) < π. If E − V > k² throughout that open interval, the comparison theorem with p = k² and q = E − V puts a node of v inside it.

```lean
/-- Let `v` solve `-v'' + V v = E v` on an interval of length `π / k`, `k > 0`. If `E - V`
exceeds `k²` throughout its interior, then `v` has a node in the interior. -/
theorem node_within_half_wavelength {V : ℝ → ℝ} {E k : ℝ} (hk : 0 < k)
    (hv : SolvesOn (fun x => E - V x) v v' a (a + Real.pi / k))
    (hE : ∀ x ∈ Ioo a (a + Real.pi / k), k ^ 2 < E - V x) :
    ∃ x ∈ Ioo a (a + Real.pi / k), v x = 0 := by
  have hlen : 0 < Real.pi / k := div_pos Real.pi_pos hk
  -- compare with the standing wave of wave number `k` that starts at `a`
  refine sturm_comparison (by linarith) (solvesOn_sin k a a (a + Real.pi / k)) hv hE
    ?_ ?_ ?_
  · simp
  · have h : k * (a + Real.pi / k - a) = Real.pi := by
      rw [add_sub_cancel_left, mul_div_cancel₀ _ hk.ne']
    show Real.sin (k * (a + Real.pi / k - a)) = 0
    rw [h, Real.sin_pi]
  · intro x hx
    have h1 : x - a < Real.pi / k := by linarith [hx.2]
    have h2 : (x - a) * k < Real.pi := (lt_div_iff₀ hk).1 h1
    exact (Real.sin_pos_of_pos_of_lt_pi (mul_pos hk (sub_pos.2 hx.1))
      (by linarith [mul_comm k (x - a)])).ne'

end SturmComparison
```

So wherever the local kinetic energy E − V stays above k² over half a wavelength π/k of the reference wave, the solution has a zero, however V varies there. The inequality has to be strict somewhere: if E − V = k² throughout, the sine itself is a solution without an interior node.

Q: And a bound state on the whole line?

A: The theorems apply between any two finite consecutive nodes. The outer regions, where the wavefunction decays towards infinity, have no second node to serve as an end point, so they need a separate argument using the decay.

```lean
#print axioms SturmComparison.sturm_separation
#print axioms SturmComparison.node_between_nodes
#print axioms SturmComparison.node_within_half_wavelength
```

```
'SturmComparison.sturm_separation' depends on axioms: [propext, Classical.choice, Quot.sound]
'SturmComparison.node_between_nodes' depends on axioms: [propext, Classical.choice, Quot.sound]
'SturmComparison.node_within_half_wavelength' depends on axioms: [propext, Classical.choice, Quot.sound]
```
